# For an fcc crystal with reciprocal lattice L, the k-mesh (L + s)/N has full cubic symmetry exactly when it contains Γ

Take N > 0 equal subdivisions along each primitive reciprocal vector and any real shift s. In Cartesian coordinates along the cube axes, in units of 2π/a with a the edge of the conventional cube, the mesh (L + s)/N is invariant under all 48 cubic point operations exactly in these cases:

- simple cubic crystal, L = ℤ³: s ∈ L or s ∈ (1/2, 1/2, 1/2) + L;
- bcc crystal, L = integer vectors with even coordinate sum: s ∈ L or s ∈ (1, 0, 0) + L;
- fcc crystal, L = integer vectors with coordinates of equal parity: s ∈ L only.

This matters in band-structure calculations that reduce a Brillouin-zone sum by symmetry. If the crystal has all 48 operations, an invariant mesh contains complete sets of symmetry-related k-points, and one point of each set, suitably weighted, can stand for the whole set in a sum over band energies. The result concerns meshes of this equally subdivided form.

## All 48 operations must preserve the mesh

A cubic operation g permutes the axes by σ and applies signs εᵢ = ±1:

(g x)ᵢ = εᵢ x_σ(i), i = 0, 1, 2.

In Lean this is `act σ ε x`, and `IsCubic K` says that every such operation maps the set K into itself. As the inverse of a signed permutation is again one, this is the same as invariance.

```lean
import Mathlib

open Finset

namespace CubicKMesh

noncomputable section

/-- Vectors of reciprocal space in Cartesian coordinates. -/
abbrev V := Fin 3 → ℝ

/-- The cubic point operation that permutes the coordinates by `σ` and multiplies them by the
signs `ε`. -/
def act (σ : Equiv.Perm (Fin 3)) (ε : Fin 3 → ℤˣ) (x : V) : V :=
  fun i => ((ε i : ℤ) : ℝ) * x (σ i)

/-- A set of k-points has full cubic symmetry if every signed permutation maps it into itself. -/
def IsCubic (K : Set V) : Prop := ∀ σ ε, ∀ k ∈ K, act σ ε k ∈ K
```

The derivation uses three kinds of operation: inversion, single mirrors and exchanges of two axes. Inversion alone would be too weak a demand. It only requires 2s ∈ L, which s = (1/2, 1/2, 1/2) satisfies for the fcc crystal.

## The reciprocal lattice is itself cubic

The Lean names describe the reciprocal lattice, not the crystal: `bodyCentred` belongs to an fcc crystal and `faceCentred` to a bcc crystal. This identification is the step from model to material that the theorems take as given; the lattices are defined directly by parity conditions, not derived from a direct lattice.

```lean
/-- The simple cubic lattice: all coordinates are integers. -/
def simpleCubic : AddSubgroup V where
  carrier := {x | ∀ i, ∃ m : ℤ, x i = m}
  zero_mem' := fun i => ⟨0, by simp⟩
  add_mem' := by
    intro x y hx hy i
    obtain ⟨m, hm⟩ := hx i
    obtain ⟨n, hn⟩ := hy i
    exact ⟨m + n, by simp [hm, hn]⟩
  neg_mem' := by
    intro x hx i
    obtain ⟨m, hm⟩ := hx i
    exact ⟨-m, by simp [hm]⟩

/-- The face-centred lattice: integer vectors with even coordinate sum. -/
def faceCentred : AddSubgroup V where
  carrier := {x | ∃ m : Fin 3 → ℤ, (∀ i, x i = m i) ∧ Even (∑ i, m i)}
  zero_mem' := ⟨0, by simp, by simp⟩
  add_mem' := by
    rintro x y ⟨m, hm, em⟩ ⟨n, hn, en⟩
    exact ⟨fun i => m i + n i, fun i => by simp [hm, hn],
      by rw [sum_add_distrib]; exact em.add en⟩
  neg_mem' := by
    rintro x ⟨m, hm, em⟩
    exact ⟨fun i => -m i, fun i => by simp [hm], by rw [sum_neg_distrib]; exact em.neg⟩

/-- The body-centred lattice: integer vectors whose coordinates all have the same parity. -/
def bodyCentred : AddSubgroup V where
  carrier := {x | ∃ m : Fin 3 → ℤ, (∀ i, x i = m i) ∧ ∀ i j, Even (m i - m j)}
  zero_mem' := ⟨0, by simp, by simp⟩
  add_mem' := by
    rintro x y ⟨m, hm, em⟩ ⟨n, hn, en⟩
    exact ⟨fun i => m i + n i, fun i => by simp [hm, hn],
      fun i j => by
        show Even (m i + n i - (m j + n j))
        rw [show m i + n i - (m j + n j) = (m i - m j) + (n i - n j) by ring]
        exact (em i j).add (en i j)⟩
  neg_mem' := by
    rintro x ⟨m, hm, em⟩
    exact ⟨fun i => -m i, fun i => by simp [hm],
      fun i j => by
        show Even (-m i - -m j)
        rw [show -m i - -m j = -(m i - m j) by ring]
        exact (em i j).neg⟩
```

The shift s is given in the same Cartesian coordinates as L and is divided by N with it, so a mesh point is k = (x + s)/N with x ∈ L. Only for the simple cubic lattice are the components of s also the numbers of mesh steps along the primitive vectors used here.

```lean
/-- The k-mesh `(L + s) / N` with reciprocal lattice `L`, shift `s` and subdivision `N > 0`. -/
def mesh (L : AddSubgroup V) (N : ℕ) (s : V) : Set V :=
  {k | ∃ x ∈ L, k = (N : ℝ)⁻¹ • (x + s)}
```

Each L is invariant under g. Integers stay integers, and εᵢ m_σ(i) has the parity of m_σ(i), so neither an even sum nor equal parities can be lost. `even_sum_sub` proves the statement about sums term by term; `lattices_cubic` collects the three invariances, splitting on the signs for the equal-parity lattice.

```lean
/-- A signed permutation does not change the parity of the coordinate sum of an integer vector. -/
theorem even_sum_sub (σ : Equiv.Perm (Fin 3)) (ε : Fin 3 → ℤˣ) (m : Fin 3 → ℤ) :
    Even (∑ i, (ε i : ℤ) * m (σ i) - ∑ i, m i) := by
  have hσ : ∑ i, m (σ i) = ∑ i, m i := Equiv.sum_comp σ m
  rw [← hσ, ← sum_sub_distrib, even_iff_two_dvd]
  apply dvd_sum
  intro i _
  rcases Int.units_eq_one_or (ε i) with h | h
  · simp only [h, Units.val_one]
    exact ⟨0, by ring⟩
  · simp only [h, Units.val_neg, Units.val_one]
    exact ⟨-m (σ i), by ring⟩

/-- The simple cubic, face-centred and body-centred lattices have full cubic symmetry. -/
theorem lattices_cubic : IsCubic (simpleCubic : Set V) ∧ IsCubic (faceCentred : Set V) ∧
    IsCubic (bodyCentred : Set V) := by
  refine ⟨?_, ?_, ?_⟩
  · intro σ ε x hx i
    obtain ⟨m, hm⟩ := hx (σ i)
    exact ⟨ε i * m, by simp [act, hm]⟩
  · rintro σ ε x ⟨m, hm, em⟩
    refine ⟨fun i => ε i * m (σ i), fun i => by simp [act, hm], ?_⟩
    have h := (even_sum_sub σ ε m).add em
    rw [sub_add_cancel] at h
    exact h
  · rintro σ ε x ⟨m, hm, em⟩
    refine ⟨fun i => ε i * m (σ i), fun i => by simp [act, hm], fun i j => ?_⟩
    have h := em (σ i) (σ j)
    rw [Int.even_iff] at h ⊢
    rcases Int.units_eq_one_or (ε i) with hi | hi <;>
      rcases Int.units_eq_one_or (ε j) with hj | hj <;>
      simp only [hi, hj, Units.val_neg, Units.val_one, neg_mul, one_mul] <;> omega
```

Invariance of L enters the next theorem as `hL`. Without it, even s = 0 can fail: if L is the tetragonal lattice ℤ × ℤ × 2ℤ, then g s − s = 0 always lies in L, yet L/N is not cubic.

## The subdivision N is positive

N counts the mesh steps along a primitive reciprocal vector. Being nonzero, it can be multiplied out. If the mesh is invariant, the image of its point s/N has the form (x + s)/N with x ∈ L, hence

g s − s = x ∈ L.

Conversely, if g s − s ∈ L for every g, then

g((x + s)/N) = (g x + (g s − s) + s)/N,

and g x + (g s − s) lies in L because L is invariant. So the mesh is cubic if and only if g s − s ∈ L for all g, whatever the value of N > 0.

```lean
/-- For a lattice with full cubic symmetry and `N > 0`, the shifted mesh has full cubic symmetry
iff every cubic operation changes the shift by a lattice vector only. -/
theorem mesh_cubic_iff {L : AddSubgroup V} (hL : IsCubic (L : Set V)) {N : ℕ} (hN : 0 < N)
    (s : V) : IsCubic (mesh L N s) ↔ ∀ σ ε, act σ ε s - s ∈ L := by
  have hN' : (N : ℝ) ≠ 0 := by exact_mod_cast hN.ne'
  constructor
  · intro h σ ε
    -- follow the mesh point `s / N`
    obtain ⟨x, hx, e⟩ := h σ ε ((N : ℝ)⁻¹ • s) ⟨0, L.zero_mem, by simp⟩
    have hxs : act σ ε s - s = x := by
      ext i
      have e1 := congrFun e i
      simp only [act, Pi.smul_apply, Pi.add_apply, smul_eq_mul] at e1
      have e2 : (N : ℝ)⁻¹ * (((ε i : ℤ) : ℝ) * s (σ i)) = (N : ℝ)⁻¹ * (x i + s i) := by
        linear_combination e1
      have e3 := mul_left_cancel₀ (inv_ne_zero hN') e2
      simp only [act, Pi.sub_apply]
      linarith
    rw [hxs]
    exact hx
  · intro h σ ε k hk
    obtain ⟨x, hx, rfl⟩ := hk
    refine ⟨act σ ε x + (act σ ε s - s), L.add_mem (hL σ ε x hx) (h σ ε), ?_⟩
    ext i
    simp only [act, Pi.smul_apply, Pi.add_apply, Pi.sub_apply, smul_eq_mul]
    ring
```

The first half of the proof cancels N⁻¹ with `mul_left_cancel₀`, the only use of `hN`; the second half supplies the lattice vector above. For N = 0 Lean sets the inverse to zero, the mesh shrinks to the origin, and every shift would pass.

## The centring decides which shifts survive

**Simple cubic.** Exchanging axes 0 and i makes sᵢ − s₀ an integer, and inversion makes −2s₀ an integer m. If m is even, all coordinates are integers; if m is odd, all are half-odd. Conversely, s ∈ L gives g s − s ∈ L by invariance of L, and ± a half-odd number minus a half-odd number is an integer.

**Both centred lattices.** The mirror reversing axis i gives

g s − s = −2sᵢ eᵢ,

where eᵢ is the unit vector along axis i. For the even-sum lattice, −2sᵢ is the whole coordinate sum and must be even. For the equal-parity lattice, it must share the parity of the zeros beside it. Either way sᵢ is an integer. `mirror_change` computes this difference.

```lean
/-- If the mirror reversing axis `i` changes `s` by an integer vector `m`, then `m` points along
axis `i` and has the component `-2 sᵢ` there. -/
theorem mirror_change {s : V} {m : Fin 3 → ℤ} {i : Fin 3}
    (hm : ∀ j, (act 1 (Function.update 1 i (-1)) s - s) j = m j) :
    (m i : ℝ) = -2 * s i ∧ ∀ j, j ≠ i → m j = 0 := by
  constructor
  · rw [← hm i]
    simp [act]
    ring
  · intro j hj
    have h : (m j : ℝ) = 0 := by
      rw [← hm j]
      simp [act, hj]
    exact_mod_cast h

/-- On the simple cubic reciprocal lattice, a mesh with `N > 0` has full cubic symmetry iff its
shift lies in the lattice or in the coset of `(1/2, 1/2, 1/2)`. -/
theorem simpleCubic_mesh {N : ℕ} (hN : 0 < N) (s : V) :
    IsCubic (mesh simpleCubic N s) ↔
      s ∈ simpleCubic ∨ s - (fun _ => 1 / 2) ∈ simpleCubic := by
  rw [mesh_cubic_iff lattices_cubic.1 hN]
  constructor
  · intro h
    have h' : ∀ σ ε i, ∃ a : ℤ, (act σ ε s - s) i = a := h
    -- exchanges make differences integral, inversion makes `2 s` integral
    have hd : ∀ i, ∃ a : ℤ, s i - s 0 = a := by
      intro i
      obtain ⟨a, ha⟩ := h' (Equiv.swap 0 i) 1 0
      exact ⟨a, by rw [← ha]; simp [act]⟩
    obtain ⟨m, hm⟩ := h' 1 (fun _ => -1) 0
    have h2 : (m : ℝ) = -2 * s 0 := by
      rw [← hm]
      simp [act]
      ring
    rcases Int.even_or_odd m with ⟨c, hc⟩ | ⟨c, hc⟩
    · left
      intro i
      obtain ⟨a, ha⟩ := hd i
      rw [hc] at h2
      push_cast at h2
      exact ⟨a - c, by push_cast; linarith⟩
    · right
      intro i
      obtain ⟨a, ha⟩ := hd i
      rw [hc] at h2
      push_cast at h2
      exact ⟨a - c - 1, by simp only [Pi.sub_apply]; push_cast; linarith⟩
  · rintro (hs | hs) σ ε
    · exact simpleCubic.sub_mem (lattices_cubic.1 σ ε s hs) hs
    · intro i
      obtain ⟨a, ha⟩ := hs i
      obtain ⟨b, hb⟩ := hs (σ i)
      simp only [Pi.sub_apply] at ha hb
      rcases Int.units_eq_one_or (ε i) with h | h
      · exact ⟨b - a, by simp only [act, Pi.sub_apply, h, Units.val_one]; push_cast; linarith⟩
      · exact ⟨-b - a - 1, by
          simp only [act, Pi.sub_apply, h, Units.val_neg, Units.val_one]; push_cast; linarith⟩
```

**Even sum.** Every integral s works, because g changes its coordinate sum by an even number. Integral vectors with even sum form L, and those with odd sum form (1, 0, 0) + L. In the proof, `choose` collects the integer coordinates and `Int.even_or_odd` separates the cosets.

```lean
/-- On the face-centred reciprocal lattice, a mesh with `N > 0` has full cubic symmetry iff its
shift lies in the lattice or in the coset of `(1, 0, 0)`. -/
theorem faceCentred_mesh {N : ℕ} (hN : 0 < N) (s : V) :
    IsCubic (mesh faceCentred N s) ↔ s ∈ faceCentred ∨ s - ![1, 0, 0] ∈ faceCentred := by
  rw [mesh_cubic_iff lattices_cubic.2.1 hN]
  constructor
  · intro h
    -- the mirrors force integer coordinates
    have key : ∀ i, ∃ c : ℤ, s i = c := by
      intro i
      obtain ⟨m, hm, em⟩ := h 1 (Function.update 1 i (-1))
      obtain ⟨hi, h0⟩ := mirror_change hm
      have hsum : ∑ j, m j = m i := sum_eq_single i (fun j _ hj => h0 j hj) (by simp)
      rw [hsum] at em
      obtain ⟨c, hc⟩ := em
      rw [hc] at hi
      push_cast at hi
      exact ⟨-c, by push_cast; linarith⟩
    choose c hc using key
    rcases Int.even_or_odd (∑ i, c i) with he | ho
    · exact Or.inl ⟨c, hc, he⟩
    · right
      rw [Fin.sum_univ_three] at ho
      obtain ⟨k, hk⟩ := ho
      refine ⟨![c 0 - 1, c 1, c 2], fun i => ?_, k, ?_⟩
      · fin_cases i <;> simp [hc]
      · simp [Fin.sum_univ_three]
        omega
  · intro hs
    have key : ∃ c : Fin 3 → ℤ, ∀ i, s i = c i := by
      rcases hs with ⟨m, hm, _⟩ | ⟨m, hm, _⟩
      · exact ⟨m, hm⟩
      · refine ⟨![m 0 + 1, m 1, m 2], fun i => ?_⟩
        have h := hm i
        fin_cases i <;> simp at h ⊢ <;> linarith
    obtain ⟨c, hc⟩ := key
    intro σ ε
    refine ⟨fun i => ε i * c (σ i) - c i, fun i => by simp [act, hc], ?_⟩
    rw [sum_sub_distrib]
    exact even_sum_sub σ ε c
```

**Equal parity.** Exchanging axes i and j gives g s − s the component sⱼ − sᵢ on axis i and 0 on a third axis k. Equal parity makes sⱼ − sᵢ even, so s ∈ L. The converse is invariance of L. Lean finds the axis k with `decide` and settles the parities with `omega`.

```lean
/-- On the body-centred reciprocal lattice, that of an fcc crystal, a mesh with `N > 0` has full
cubic symmetry iff its shift is a lattice vector. -/
theorem bodyCentred_mesh {N : ℕ} (hN : 0 < N) (s : V) :
    IsCubic (mesh bodyCentred N s) ↔ s ∈ bodyCentred := by
  rw [mesh_cubic_iff lattices_cubic.2.2 hN]
  constructor
  · intro h
    have key : ∀ i, ∃ c : ℤ, s i = c := by
      intro i
      obtain ⟨m, hm, em⟩ := h 1 (Function.update 1 i (-1))
      obtain ⟨hi, h0⟩ := mirror_change hm
      obtain ⟨j, hj⟩ := exists_ne i
      obtain ⟨c, hc⟩ := em i j
      rw [h0 j hj, sub_zero] at hc
      rw [hc] at hi
      push_cast at hi
      exact ⟨-c, by push_cast; linarith⟩
    choose c hc using key
    refine ⟨c, hc, fun i j => ?_⟩
    -- exchanging axes `i` and `j` leaves the third axis `k` alone, which fixes the parity
    have third : ∀ i j : Fin 3, ∃ k, k ≠ i ∧ k ≠ j := by decide
    obtain ⟨k, hki, hkj⟩ := third i j
    obtain ⟨m, hm, em⟩ := h (Equiv.swap i j) 1
    have h1 : (m i : ℝ) = c j - c i := by
      rw [← hm i]
      simp [act, hc]
    have h2 : (m k : ℝ) = 0 := by
      rw [← hm k]
      simp [act, Equiv.swap_apply_of_ne_of_ne hki hkj]
    have h1' : m i = c j - c i := by exact_mod_cast h1
    have h2' : m k = 0 := by exact_mod_cast h2
    have h3 := em i k
    rw [Int.even_iff] at h3 ⊢
    omega
  · intro hs σ ε
    exact bodyCentred.sub_mem (lattices_cubic.2.2 σ ε s hs) hs
```

## Γ and the half-step shift

Γ lies in the mesh when x + s = 0 for some x ∈ L, that is, when s ∈ L. For the equal-parity lattice this is exactly the symmetry condition.

```lean
/-- For an fcc crystal (body-centred reciprocal lattice) and `N > 0`, the mesh has full cubic
symmetry iff it contains the Gamma point `k = 0`. -/
theorem fcc_crystal_gamma {N : ℕ} (hN : 0 < N) (s : V) :
    IsCubic (mesh bodyCentred N s) ↔ (0 : V) ∈ mesh bodyCentred N s := by
  have hN' : (N : ℝ) ≠ 0 := by exact_mod_cast hN.ne'
  rw [bodyCentred_mesh hN]
  constructor
  · intro hs
    exact ⟨-s, bodyCentred.neg_mem hs, by simp⟩
  · rintro ⟨x, hx, e⟩
    have h : x + s = 0 := (smul_eq_zero.mp e.symm).resolve_left (inv_ne_zero hN')
    rw [eq_neg_of_add_eq_zero_right h]
    exact bodyCentred.neg_mem hx
```

The equivalence depends on L being the fcc crystal's own reciprocal lattice. The mesh (ℤ³ + (1/2, 1/2, 1/2))/N is also periodic under that lattice and has cubic symmetry, but it misses Γ.

Take the usual primitive reciprocal vectors: (−1, 1, 1), (1, −1, 1), (1, 1, −1) for the fcc crystal and (0, 1, 1), (1, 0, 1), (1, 1, 0) for the bcc crystal. A half-step shift along all three gives

fcc crystal: s = (1/2, 1/2, 1/2), not integral, so the symmetry is broken;
bcc crystal: s = (1, 1, 1) = (1, 0, 0) + (0, 1, 1), so the symmetry is kept.

For the bcc crystal the choice of primitive vectors matters. Replacing (1, 1, 0) by (1, 1, 0) + (0, 1, 1) = (1, 2, 1) gives another primitive set, whose half-step shift s = (1, 3/2, 3/2) breaks the symmetry.

```lean
/-- For `N > 0`, let `s` be half the sum of the three primitive reciprocal vectors, so that the mesh
`(L + s) / N` is displaced by half a mesh step along each of them. This mesh lacks full cubic
symmetry for an fcc crystal and has it for a bcc crystal. -/
theorem half_shift {N : ℕ} (hN : 0 < N) :
    ¬ IsCubic (mesh bodyCentred N ((1 / 2 : ℝ) • (![-1, 1, 1] + ![1, -1, 1] + ![1, 1, -1]))) ∧
    IsCubic (mesh faceCentred N ((1 / 2 : ℝ) • (![0, 1, 1] + ![1, 0, 1] + ![1, 1, 0]))) := by
  rw [bodyCentred_mesh hN, faceCentred_mesh hN]
  constructor
  · rintro ⟨m, hm, _⟩
    have h : (m 0 : ℝ) * 2 = 1 := by
      rw [← hm 0]
      norm_num
    have h' : m 0 * 2 = 1 := by exact_mod_cast h
    omega
  · right
    refine ⟨![0, 1, 1], fun i => ?_, 1, ?_⟩
    · fin_cases i <;> norm_num
    · exact (Fin.sum_univ_three (![0, 1, 1] : Fin 3 → ℤ)).trans rfl

end

end CubicKMesh
```

## A single k-point

For N = 1 the mesh is L + s, which is one k-point up to reciprocal lattice vectors. The allowed shifts are then the points that every cubic operation fixes up to such a vector: Γ and R for the simple cubic crystal, Γ and H for bcc, and Γ alone for fcc. The shift (1/2, 1/2, 1/2) for fcc is a point on the boundary of the Brillouin zone, of the type that band plots label L (not to be confused with the lattice L). It is one of four inequivalent points that the cubic operations interchange.

```lean
#print axioms CubicKMesh.simpleCubic_mesh
#print axioms CubicKMesh.fcc_crystal_gamma
#print axioms CubicKMesh.half_shift
```

```
'CubicKMesh.simpleCubic_mesh' depends on axioms: [propext, Classical.choice, Quot.sound]
'CubicKMesh.fcc_crystal_gamma' depends on axioms: [propext, Classical.choice, Quot.sound]
'CubicKMesh.half_shift' depends on axioms: [propext, Classical.choice, Quot.sound]
```
